# A two-point plasmon-pole fit diverges on the imaginary axis when the ratio of its data is negative or exceeds one

Let $a$ and $b$ be two values of one matrix element of the correlation part of the screened interaction in the GW approximation: $a$ at zero frequency and $b$ at the imaginary frequency $iE$, with $E>0$. The plasmon-pole model considered here replaces the full frequency dependence of this element by a single pair of poles at opposite frequencies, fixed by the two values; other plasmon-pole models fix the pole differently. The question is for which ratios $b/a$ the resulting function is absolutely integrable along the imaginary axis.

All quantities are real, and $\nu$ stands for the imaginary frequency $i\nu$. Complex matrix elements are left aside.

```lean
import Mathlib

open Filter Topology MeasureTheory Asymptotics

namespace PlasmonPoleFit

noncomputable section
```

The model is

$$M(\nu)=\frac{a\,u}{u+\nu^2}.$$

```lean
/-- The plasmon-pole model `a u / (u + ν²)` at imaginary frequency `iν`,
meaningful where `u + ν² ≠ 0`. -/
def model (a u ν : ℝ) : ℝ := a * u / (u + ν ^ 2)
```

The parameter $u$ is the square of the plasmon frequency, often written $\tilde\omega^2$. The Godby–Needs fit sets $u=E^2b/(a-b)$, which is `fit a b E`.

```lean
/-- The squared pole frequency `u = E² b / (a - b)` fitted to the value `a` at zero frequency
and the value `b` at `iE`, for `a ≠ b`. -/
def fit (a b E : ℝ) : ℝ := E ^ 2 * b / (a - b)
```

If $u<0$, the plasmon frequency is imaginary. In that case $p=\sqrt{-u}$, written `pole u`, is the position of the singularity on the positive $\nu$ axis. The name therefore doesn't refer to a pole at a real frequency.

```lean
/-- The positive position `√(-u)` of the pole on the imaginary frequency axis, for `u < 0`. -/
def pole (u : ℝ) : ℝ := √(-u)
```

## (a) Recovering the two data

Let $a$, $b$ and $E$ be nonzero and $a\ne b$. Show that

$$M(0)=a,\qquad M(E)=b.$$

**Solution.** Since $b$ and $E$ are nonzero, $u\neq0$ and $M(0)=au/u=a$. The definition of $u$ gives $u(a-b)=E^2b$, hence $au=b(u+E^2)$. Moreover $u+E^2=E^2a/(a-b)\neq0$, so division gives $M(E)=b$.

In Lean, `hu` is the relation $u(a-b)=E^2b$, and `hden` shows by contradiction that the denominator at $E$ is nonzero.

```lean
/-- For nonzero, distinct data `a`, `b` and nonzero `E`, the fitted model takes the value `a`
at zero frequency and the value `b` at `iE`. -/
theorem fit_interpolates {a b E : ℝ} (ha : a ≠ 0) (hb : b ≠ 0) (hE : E ≠ 0) (hab : a ≠ b) :
    model a (fit a b E) 0 = a ∧ model a (fit a b E) E = b := by
  have hd : a - b ≠ 0 := sub_ne_zero.mpr hab
  have hu0 : fit a b E ≠ 0 := div_ne_zero (mul_ne_zero (pow_ne_zero 2 hE) hb) hd
  have hu : fit a b E * (a - b) = E ^ 2 * b := div_mul_cancel₀ _ hd
  generalize fit a b E = u at hu0 hu ⊢
  -- the denominator at `E` cannot vanish, since `E² a ≠ 0`
  have hden : u + E ^ 2 ≠ 0 := by
    intro h
    have h0 : E ^ 2 * a = 0 := by linear_combination (a - b) * h - hu
    exact mul_ne_zero (pow_ne_zero 2 hE) ha h0
  constructor
  · have h0 : u + (0 : ℝ) ^ 2 = u := by ring
    unfold model
    rw [h0]
    exact mul_div_cancel_right₀ a hu0
  · unfold model
    rw [div_eq_iff hden]
    linear_combination hu
```

## (b) Eliminating the static value

Write $b=ra$ with $a\neq0$ and $r\neq1$. Show that

$$(1-r)\,u=E^2r.$$

**Solution.** Substitution gives $u\,a(1-r)=E^2ra$, and the common factor $a$ cancels. Only the ratio $r$ and the frequency $E$ determine $u$.

The expression `fit a (r * a) E` is this $u$. The cancellation is done by `mul_right_cancel₀ ha`.

```lean
/-- If the value at `iE` is `r` times the nonzero static value, with `r ≠ 1`, the fitted `u`
obeys `(1 - r) u = E² r`. -/
theorem fit_relation {a r : ℝ} (E : ℝ) (ha : a ≠ 0) (hr : r ≠ 1) :
    (1 - r) * fit a (r * a) E = E ^ 2 * r := by
  have h1 : 1 - r ≠ 0 := sub_ne_zero.mpr hr.symm
  have hd : a - r * a ≠ 0 := by
    have h2 : a - r * a = (1 - r) * a := by ring
    rw [h2]
    exact mul_ne_zero h1 ha
  have hu : fit a (r * a) E * (a - r * a) = E ^ 2 * (r * a) := div_mul_cancel₀ _ hd
  apply mul_right_cancel₀ ha
  linear_combination hu
```

## (c) Data of opposite sign

Let $E>0$, $a\ne0$ and $r<0$. Show that

$$u<0,\qquad 0<p<E.$$

**Solution.** In (b) the factor $1-r$ is positive and the right side is negative, so $u<0$ and $p>0$. Adding $(1-r)E^2$ to both sides gives

$$(1-r)(u+E^2)=E^2>0.$$

Hence $u+E^2>0$, so $-u<E^2$ and $p<E$.

Lean obtains both inequalities by contradiction: it multiplies the assumed wrong inequality by $1-r$, and `linarith` finds the conflict with (b).

```lean
/-- For `E > 0` and a nonzero static value, a negative ratio `r` makes the fitted `u` negative
and puts the pole strictly between `0` and `E`. -/
theorem pole_inside {a r E : ℝ} (ha : a ≠ 0) (hE : 0 < E) (hr : r < 0) :
    fit a (r * a) E < 0 ∧ 0 < pole (fit a (r * a) E) ∧ pole (fit a (r * a) E) < E := by
  have h := fit_relation E ha (show r ≠ 1 by linarith)
  generalize fit a (r * a) E = u at h ⊢
  have hE2 : 0 < E ^ 2 := by positivity
  have hu : u < 0 := by
    by_contra hn
    have h1 := mul_nonneg (show 0 ≤ 1 - r by linarith) (not_lt.mp hn)
    have h2 := mul_pos hE2 (neg_pos.mpr hr)
    linarith
  have hlt : -u < E ^ 2 := by
    by_contra hn
    have h1 := mul_nonneg (show 0 ≤ 1 - r by linarith)
      (show 0 ≤ -u - E ^ 2 by linarith [not_lt.mp hn])
    linarith
  exact ⟨hu, Real.sqrt_pos.mpr (neg_pos.mpr hu), (Real.sqrt_lt' hE).mpr hlt⟩
```

## (d) Data that grow with imaginary frequency

Let $E>0$, $a\ne0$ and $r>1$. Show that

$$u<0,\qquad p>E.$$

**Solution.** The identity $(1-r)(u+E^2)=E^2$ still holds, but now $1-r<0$. Thus $u+E^2<0$, which gives $-u>E^2>0$. Therefore $u<0$ and $p>E$.

The Lean proof again refutes the opposite inequality, this time multiplied by $r-1$.

```lean
/-- For `E > 0` and a nonzero static value, a ratio `r > 1` makes the fitted `u` negative
and puts the pole beyond `E`. -/
theorem pole_outside {a r E : ℝ} (ha : a ≠ 0) (hE : 0 < E) (hr : 1 < r) :
    fit a (r * a) E < 0 ∧ E < pole (fit a (r * a) E) := by
  have h := fit_relation E ha hr.ne'
  generalize fit a (r * a) E = u at h ⊢
  have hE2 : 0 < E ^ 2 := by positivity
  have hlt : E ^ 2 < -u := by
    by_contra hn
    have h1 := mul_nonneg (show 0 ≤ r - 1 by linarith)
      (show 0 ≤ u + E ^ 2 by linarith [not_lt.mp hn])
    linarith
  exact ⟨by linarith, (Real.lt_sqrt hE.le).mpr hlt⟩
```

## (e) Divergence at the pole

Let $a\neq0$ and $u<0$. Show that

$$|M(\nu)|\to\infty\quad\text{as }\nu\to p,\ \nu\neq p.$$

**Solution.** Since $u=-p^2$,

$$u+\nu^2=(\nu-p)(\nu+p).$$

For $0<\nu<2p$ and $\nu\neq p$, this is nonzero and $\nu+p<3p$. Hence

$$|M(\nu)|=\frac{|a|p^2}{|\nu-p|(\nu+p)}>\frac{|a|\,p}{3|\nu-p|},$$

and the right side grows without bound.

The filter `𝓝[≠] (pole u)` expresses an approach from either side that omits the point itself, where Lean's division by zero would return 0. The step `hden` shows that $|u+\nu^2|$ tends to zero through positive values. Its inverse then tends to infinity, and so does the product with the positive constant $|au|$.

```lean
/-- For `a ≠ 0` and `u < 0` the absolute value of the model tends to infinity
as the imaginary frequency approaches the pole. -/
theorem model_diverges {a u : ℝ} (ha : a ≠ 0) (hu : u < 0) :
    Tendsto (fun ν => |model a u ν|) (𝓝[≠] (pole u)) atTop := by
  have hp : 0 < pole u := Real.sqrt_pos.mpr (neg_pos.mpr hu)
  have hp2 : pole u ^ 2 = -u := Real.sq_sqrt (by linarith)
  generalize pole u = p at hp hp2 ⊢
  -- the denominator tends to zero but does not vanish near the pole
  have hden : Tendsto (fun ν : ℝ => |u + ν ^ 2|) (𝓝[≠] p) (𝓝[>] 0) := by
    refine tendsto_nhdsWithin_iff.mpr ⟨?_, ?_⟩
    · have hc : Continuous (fun ν : ℝ => |u + ν ^ 2|) := by fun_prop
      have ht := (hc.tendsto p).mono_left (nhdsWithin_le_nhds (s := {p}ᶜ))
      have h0 : |u + p ^ 2| = 0 := by rw [hp2]; simp
      rwa [h0] at ht
    · filter_upwards [self_mem_nhdsWithin,
        eventually_nhdsWithin_of_eventually_nhds (eventually_gt_nhds hp)] with x hx hx0
      have hf : u + x ^ 2 = (x - p) * (x + p) := by linear_combination hp2
      have hne : u + x ^ 2 ≠ 0 := by
        rw [hf]
        exact mul_ne_zero (sub_ne_zero.mpr hx) (by linarith)
      exact abs_pos.mpr hne
  have hau : 0 < |a * u| := abs_pos.mpr (mul_ne_zero ha hu.ne)
  refine ((tendsto_inv_nhdsGT_zero.comp hden).const_mul_atTop hau).congr fun x => ?_
  simp only [Function.comp_apply, model, div_eq_mul_inv, abs_inv, abs_mul]
```

## (f) Failure of integrability

Let $a\neq0$, $u<0$ and $c<p<d$. Show that

$$\int_c^d |M(\nu)|\,d\nu=\infty.$$

**Solution.** Choose $\delta$ with $0<\delta<p$ and $p+\delta\le d$. For $0<\varepsilon<\delta$, the bound in (e) gives

$$\int_{p+\varepsilon}^{p+\delta}|M(\nu)|\,d\nu\ \ge\ \frac{|a|p}{3}\int_{p+\varepsilon}^{p+\delta}\frac{d\nu}{\nu-p}=\frac{|a|p}{3}\ln\frac{\delta}{\varepsilon},$$

which tends to infinity as $\varepsilon\to0$.

`IntervalIntegrable` means Lebesgue integrability, hence absolute integrability. Its failure doesn't exclude a principal value.

The logarithm enters Lean through the Mathlib lemma `not_intervalIntegrable_of_sub_inv_isBigO_punctured`. It says that a function can't be integrable on a nontrivial interval containing $p$ if $1/(\nu-p)$ is bounded near $p$ by a constant times that function. The direction of the estimate matters: the reciprocal is `=O` of the model, which is a lower bound on the model. It comes from

$$\frac1{\nu-p}=\frac{\nu+p}{au}\,M(\nu).$$

The first factor is continuous, hence bounded near $p$; this is `hg`. Multiplying by the model gives `hmul`, and `field_simp` verifies the identity away from $p$. No explicit constant such as $|a|p/3$ is needed.

```lean
/-- For `a ≠ 0` and `u < 0` the model is not integrable on any interval around the pole. -/
theorem model_not_integrable {a u c d : ℝ} (ha : a ≠ 0) (hu : u < 0)
    (hc : c < pole u) (hd : pole u < d) :
    ¬ IntervalIntegrable (model a u) volume c d := by
  have hp : 0 < pole u := Real.sqrt_pos.mpr (neg_pos.mpr hu)
  have hp2 : pole u ^ 2 = -u := Real.sq_sqrt (by linarith)
  generalize pole u = p at hp hp2 hc hd
  -- near the pole, `1 / (ν - p)` is a bounded factor times the model
  have hg : (fun x : ℝ => (x + p) / (a * u)) =O[𝓝[≠] p] (fun _ => (1 : ℝ)) := by
    have hcont : Continuous (fun x : ℝ => (x + p) / (a * u)) := by fun_prop
    exact ((hcont.tendsto p).mono_left nhdsWithin_le_nhds).isBigO_one ℝ
  have hmul := hg.mul (isBigO_refl (model a u) (𝓝[≠] p))
  have hO : (fun x : ℝ => (x - p)⁻¹) =O[𝓝[≠] p] model a u := by
    refine hmul.congr' ?_ (Eventually.of_forall fun x => one_mul _)
    filter_upwards [self_mem_nhdsWithin,
      eventually_nhdsWithin_of_eventually_nhds (eventually_gt_nhds hp)] with x hx hx0
    have h1 : x - p ≠ 0 := sub_ne_zero.mpr hx
    have h2 : x + p ≠ 0 := by linarith
    have h3 : u ≠ 0 := hu.ne
    have hf : u + x ^ 2 = (x - p) * (x + p) := by linear_combination hp2
    unfold model
    rw [hf]
    field_simp
  exact not_intervalIntegrable_of_sub_inv_isBigO_punctured hO (hc.trans hd).ne
    (Set.mem_uIcc_of_le hc.le hd.le)
```

## (g) Breakdown of the fitted model

Let $E>0$, $a\neq0$, and $r<0$ or $r>1$. Show that the fitted model has all of these properties:

$$\begin{aligned}
&r<0\Rightarrow p\in(0,E),\qquad r>1\Rightarrow p>E,\\
&|M(\nu)|\to\infty\ \text{ as }\nu\to p,\ \nu\ne p,\\
&\int_c^d|M(\nu)|\,d\nu=\infty\ \text{ whenever }c<p<d.
\end{aligned}$$

**Solution.** Parts (c) and (d) give $u<0$ in both cases and locate $p$. Parts (e) and (f) then apply to this $u$.

As an instance, take $a=E=1$.

- For $r=-\tfrac13$, $u=-\tfrac13/\tfrac43=-\tfrac14$ and $p=\tfrac12<E$. The fit still returns $M(1)=-\tfrac14/\tfrac34=-\tfrac13$.
- For $r=\tfrac43$, $u=\tfrac43/(-\tfrac13)=-4$ and $p=2>E$. Here $M(1)=-4/(-3)=\tfrac43$.

Physically, such ratios require spectral weight of both signs at positive frequencies, which can occur in off-diagonal matrix elements. Weight of a single sign there gives a response that keeps its sign and decreases in magnitude along the imaginary axis.

For a GW calculation that fits real matrix elements in this way, the ratio $r$ thus identifies the elements whose fit is singular on the imaginary axis. The self-energy integrates the product of the screened interaction with a Green's function; the step from $M$ alone to that product is not part of the theorem.

In the Lean statement, `Set.Ioo 0 E` is the open interval $(0,E)$. The proof obtains `hu` from the two cases and collects the earlier results.

```lean
/-- Let `E > 0`, let the static value `a` be nonzero and the value at `iE` be `r a`, with `r < 0` or
`r > 1`. With `u = fit a (r * a) E`, the fitted model diverges at `√(-u)`, which lies in `(0, E)` if
`r < 0` and beyond `E` if `r > 1`, and it is not integrable on any interval around that point. -/
theorem fitted_model_breakdown {a r E : ℝ} (ha : a ≠ 0) (hE : 0 < E) (hr : r < 0 ∨ 1 < r) :
    (r < 0 → pole (fit a (r * a) E) ∈ Set.Ioo 0 E) ∧
    (1 < r → E < pole (fit a (r * a) E)) ∧
    Tendsto (fun ν => |model a (fit a (r * a) E) ν|) (𝓝[≠] (pole (fit a (r * a) E))) atTop ∧
    ∀ c d, c < pole (fit a (r * a) E) → pole (fit a (r * a) E) < d →
      ¬ IntervalIntegrable (model a (fit a (r * a) E)) volume c d := by
  have hu : fit a (r * a) E < 0 :=
    hr.elim (fun h => (pole_inside ha hE h).1) (fun h => (pole_outside ha hE h).1)
  exact ⟨fun h => (pole_inside ha hE h).2, fun h => (pole_outside ha hE h).2,
    model_diverges ha hu, fun _ _ hc hd => model_not_integrable ha hu hc hd⟩
```

## (h) The integrable range

Let $E>0$, $a\neq0$, $r\neq0$ and $r\neq1$. Show that

$$\int_{-\infty}^{\infty}|M(\nu)|\,d\nu<\infty\quad\Longleftrightarrow\quad 0<r<1.$$

**Solution.** If $0<r<1$ fails, then $r<0$ or $r>1$. By (g), the model is not integrable on an interval around $p$, and so not on the whole axis.

If $0<r<1$, relation (b) has a positive right side and a positive factor $1-r$, so $u>0$. Then

$$M(\nu)=\frac{a}{1+(\nu/\sqrt u)^2}.$$

This is a rescaled Lorentzian. The function $1/(1+x^2)$ is integrable because its antiderivative $\arctan x$ is bounded, and neither the rescaling of $\nu$ nor the factor $a$ changes that.

`Integrable` refers to Lebesgue measure on the whole real line. For the first direction Lean restricts integrability to the interval from $p-1$ to $p+1$ and contradicts (g). For the second it starts from `integrable_inv_one_add_sq`, rescales with `comp_div`, and identifies the result with the model.

```lean
/-- For `E > 0`, a nonzero static value `a` and the value `r a` at `iE` with `r ≠ 0` and `r ≠ 1`,
the fitted model is integrable over the imaginary axis exactly when `0 < r < 1`. -/
theorem fitted_model_integrable_iff {a r E : ℝ} (ha : a ≠ 0) (hE : 0 < E)
    (hr0 : r ≠ 0) (hr1 : r ≠ 1) :
    Integrable (model a (fit a (r * a) E)) ↔ 0 < r ∧ r < 1 := by
  constructor
  · intro hint
    by_contra hn
    have hr : r < 0 ∨ 1 < r := by
      rcases lt_or_gt_of_ne hr0 with h | h
      · exact Or.inl h
      · rcases lt_or_gt_of_ne hr1 with h' | h'
        · exact absurd ⟨h, h'⟩ hn
        · exact Or.inr h'
    exact (fitted_model_breakdown ha hE hr).2.2.2 _ _ (sub_one_lt _) (lt_add_one _)
      hint.intervalIntegrable
  · rintro ⟨h0, h1⟩
    have h := fit_relation E ha hr1
    generalize fit a (r * a) E = u at h ⊢
    have hu : 0 < u := by
      have hpos : 0 < (1 - r) * u := by rw [h]; positivity
      exact (mul_pos_iff_of_pos_left (by linarith)).mp hpos
    -- for positive `u` the model is a rescaled Lorentzian
    have hL := (integrable_inv_one_add_sq.comp_div (Real.sqrt_pos.mpr hu).ne').const_mul a
    refine hL.congr (Eventually.of_forall fun x => ?_)
    change a * (1 + (x / √u) ^ 2)⁻¹ = a * u / (u + x ^ 2)
    rw [div_pow, Real.sq_sqrt hu.le]
    have hne : u + x ^ 2 ≠ 0 := by positivity
    have hs : 1 + x ^ 2 / u = (u + x ^ 2) / u := by
      rw [add_div, div_self hu.ne']
    rw [hs, inv_div, mul_div_assoc]

end

end PlasmonPoleFit
```

```lean
#print axioms PlasmonPoleFit.fit_interpolates
#print axioms PlasmonPoleFit.pole_outside
#print axioms PlasmonPoleFit.fitted_model_integrable_iff
```

```
'PlasmonPoleFit.fit_interpolates' depends on axioms: [propext, Classical.choice, Quot.sound]
'PlasmonPoleFit.pole_outside' depends on axioms: [propext, Classical.choice, Quot.sound]
'PlasmonPoleFit.fitted_model_integrable_iff' depends on axioms: [propext, Classical.choice, Quot.sound]
```
